# Löwdin populations of a fixed orbital can change when one basis function is rescaled

The orbital $(1,0)$ in the plane has Löwdin populations $1$ and $0$ in the basis $(2,1)$, $(1,2)$. If the first basis vector is doubled to $(4,2)$, the same orbital has populations $36/37$ and $1/37$. Mulliken populations, for any finite number of linearly independent real basis functions, do not change under such a rescaling.

## Two ways to divide an orbital

Let the basis functions be real vectors, written as the columns of a matrix $B$. Their overlap matrix is $S=B^{\mathsf T}B$. An orbital $\psi$ in their span has coefficients $c$ with $Bc=\psi$, and its squared norm is $c^{\mathsf T}Sc$. For a singly occupied normalised orbital this is one electron, which a population analysis divides among the basis functions.

Mulliken's division assigns to function $p$ the amount $c_p(Sc)_p$. Löwdin's division first replaces the basis by the orthonormal one with columns $BR^{-1}$, where $R=S^{1/2}$ is the positive root. In that basis the orbital has coefficients $Rc$, and function $p$ receives $(Rc)_p^2$. Both sets of populations add up to $c^{\mathsf T}Sc$.

Multiplying basis function $p$ by a factor $d_p$ changes $S$ to $DSD$, with $D=\mathrm{diag}(d)$. The root of $DSD$ is in general neither $RD$ nor $DR$, so the orthonormalised vectors can turn when a basis function is merely stretched.

This matters for Cartesian d functions: with one common prefactor, $x^2$ and $xy$ functions have different norms, so Löwdin populations can depend on whether each function is normalised separately. The example here shows the effect for a single orbital in a two-function real model.

## What is stated

The basis with a variable scale $t>0$ is $t(2,1)$, $(1,2)$. Functions are numbered from $0$, as in Lean, and $q_p$ denotes the Löwdin population of function $p$. For the orbital $(1,0)$,

$$q_0=\frac{4(t+1)^2}{5t^2+6t+5},\qquad q_1=\frac{(1-t)^2}{5t^2+6t+5}.$$

This is `loewdinPop_scaled`. The theorem `loewdinPop_eq_zero_iff` adds that $q_1=0$ exactly when $t=1$, and `loewdinPop_depends_on_normalisation` gives the numbers for $t=1$ and $t=2$.

The Lean objects correspond to the physics as follows.

- `overlap B` is $B^{\mathsf T}B$, with the ordinary dot product as inner product.
- `IsOverlapRoot S R` says that `R` is positive semidefinite and `R * R = S`. The root enters through these two properties, not through a matrix function.
- `loewdinPop R c p` is $(Rc)_p^2$, and `mullikenPop S c p` is $c_p(Sc)_p$. Both are for occupation one.
- `scaledBasis t` has the two basis vectors as columns, so its rows are $(2t,1)$ and $(t,2)$.
- The hypothesis `scaledBasis t *ᵥ c = ![1, 0]` says that the coefficients `c` represent the orbital $(1,0)$.

The vectors $(2,1)$ and $(1,2)$ both have length $\sqrt5$. Dividing both by $\sqrt5$ divides $R$ by $\sqrt5$ and multiplies $c$ by $\sqrt5$, which leaves $Rc$ alone. The populations $1$ and $0$ are therefore also those for unit basis vectors, and $t=2$ corresponds to basis vectors of lengths $2$ and $1$.

In `mullikenPop_rescale` the number of functions is arbitrary but finite, and linear independence is the injectivity of `B.mulVec`. The hypothesis `h` says that the old and new coefficients describe the same orbital. A factor $d_p$ may even be zero, provided that the orbital can still be represented.

The model is real and finite-dimensional, and it treats one orbital. Populations of atoms, which sum over several functions and occupied orbitals, are not treated.

## Populations without computing the root

For two functions, the Cayley–Hamilton theorem for $R$ reads $R^2-(\operatorname{tr}R)R+(\det R)\,1=0$. Since $R^2=S$,

$$S+(\det R)\,1=(\operatorname{tr}R)\,R.$$

The determinant of $R$ is non-negative and its square is $\det S$, so $\det R=\sqrt{\det S}$. If $r_0,r_1$ are the eigenvalues of $R$, then $(r_0+r_1)^2=r_0^2+r_1^2+2r_0r_1$, that is,

$$(\operatorname{tr}R)^2=\operatorname{tr}S+2\sqrt{\det S}.$$

Applying the matrix identity to $c$, taking component $p$ and squaring gives

$$\bigl(\operatorname{tr}S+2\sqrt{\det S}\bigr)\,q_p=\bigl((Sc)_p+\sqrt{\det S}\,c_p\bigr)^2 .$$

For the scaled basis,

$$S=\begin{pmatrix}5t^2&4t\\4t&5\end{pmatrix},\qquad \det S=25t^2-16t^2=9t^2,\qquad \sqrt{\det S}=3t,$$

and the factor on the left is $5t^2+6t+5$. The coefficients satisfy $2tc_0+c_1=1$ and $tc_0+2c_1=0$. Subtracting twice the second equation from the first gives $c_1=-1/3$, and then $tc_0=2/3$. Hence

$$(Sc)_0+3tc_0=\Bigl(\tfrac{10t}{3}-\tfrac{4t}{3}\Bigr)+2=2(t+1),$$

$$(Sc)_1+3tc_1=\Bigl(\tfrac83-\tfrac53\Bigr)-t=1-t.$$

Squaring and dividing gives the two formulas. At $t=1$ the denominator is $16$ and the populations are $1$ and $0$. At $t=2$ it is $37$, and they are $36/37$ and $1/37$. Since the denominator is positive, $q_1$ vanishes only where $1-t$ does.

The case $t=1$ also has a geometric reading. There $B$ is itself symmetric and positive definite, so $R=B$ and the orthonormalised vectors are the coordinate axes. The orbital lies along the first of them.

## The cancellation in Mulliken's formula

Let $c'$ be the coefficients in the rescaled basis $BD$. From $BDc'=Bc$ and linear independence, $Dc'=c$. The new overlap matrix acts as

$$(DSD)c'=DSc,$$

so the new population is $c'_p\,d_p\,(Sc)_p=c_p(Sc)_p$, the old one. In the example, $(Sc)_0=2t$ and $(Sc)_1=1$, so the Mulliken populations are $4/3$ and $-1/3$ for every $t>0$. They are independent of the scale, but one of them is negative.

## A root of the wrong sign

Positivity of $R$ is needed. At $t=1$ the symmetric matrix

$$\tilde R=\begin{pmatrix}1&2\\2&1\end{pmatrix}$$

also satisfies $\tilde R^2=S$, but its eigenvalues are $3$ and $-1$. With $c=(2/3,-1/3)$ it gives $\tilde Rc=(0,1)$. The populations would be $0$ and $1$, the reverse of the Löwdin values.

## The Lean file

```lean
import Mathlib

open Matrix

namespace LoewdinNormalisation

noncomputable section

variable {m n : Type*} [Fintype m] [Fintype n]

/-- The overlap matrix of real basis functions given as the columns of `B`. -/
def overlap (B : Matrix m n ℝ) : Matrix n n ℝ := Bᵀ * B

/-- `R` is a positive semidefinite square root of the overlap matrix `S`. -/
def IsOverlapRoot (S R : Matrix n n ℝ) : Prop := R.PosSemidef ∧ R * R = S

/-- The Löwdin population of basis function `p` in the singly occupied orbital with
coefficients `c`, where `R` is the square root of the overlap matrix. -/
def loewdinPop (R : Matrix n n ℝ) (c : n → ℝ) (p : n) : ℝ := (R *ᵥ c) p ^ 2

/-- The gross Mulliken population of basis function `p` in the singly occupied orbital with
coefficients `c`, where `S` is the overlap matrix. -/
def mullikenPop (S : Matrix n n ℝ) (c : n → ℝ) (p : n) : ℝ := c p * (S *ᵥ c) p

/-- The basis vectors `t (2, 1)` and `(1, 2)` of the plane, written as columns. -/
def scaledBasis (t : ℝ) : Matrix (Fin 2) (Fin 2) ℝ := !![2 * t, 1; t, 2]

/-- Mulliken populations of a fixed orbital do not change when linearly independent basis
functions are multiplied by factors `d`. -/
theorem mullikenPop_rescale [DecidableEq n] (B : Matrix m n ℝ)
    (hB : Function.Injective B.mulVec) (d c c' : n → ℝ)
    (h : (B * diagonal d) *ᵥ c' = B *ᵥ c) (p : n) :
    mullikenPop (overlap (B * diagonal d)) c' p = mullikenPop (overlap B) c p := by
  -- linear independence gives `d p * c' p = c p` for every `p`
  have hc : diagonal d *ᵥ c' = c := by
    apply hB

    rw [Matrix.mulVec_mulVec, h]
  have e : overlap (B * diagonal d) *ᵥ c' = diagonal d *ᵥ (overlap B *ᵥ c) := by
    rw [← hc]
    simp only [overlap, Matrix.transpose_mul, Matrix.diagonal_transpose,
      Matrix.mulVec_mulVec, Matrix.mul_assoc]
  have hp := congrFun hc p
  rw [Matrix.mulVec_diagonal] at hp
  rw [mullikenPop, mullikenPop, e, Matrix.mulVec_diagonal, ← hp]
  ring

/-- For two basis functions with overlap matrix `S` and an orbital with coefficients `c`, the Löwdin
population of function `p` times `tr S + 2 √(det S)` is the square of `(S c)_p + √(det S) c_p`. -/
theorem loewdinPop_two {S R : Matrix (Fin 2) (Fin 2) ℝ} (h : IsOverlapRoot S R)
    (c : Fin 2 → ℝ) (p : Fin 2) :
    (S.trace + 2 * √S.det) * loewdinPop R c p = ((S *ᵥ c) p + √S.det * c p) ^ 2 := by
  obtain ⟨hR, rfl⟩ := h
  have hd : √(R * R).det = R.det := by
    rw [Matrix.det_mul, Real.sqrt_mul_self hR.det_nonneg]
  rw [hd]
  -- what remains is the square of the Cayley-Hamilton identity for `R` applied to `c`,
  -- with the squared trace of `R` written as `tr (R * R) + 2 det R`
  revert p
  rw [Fin.forall_fin_two]
  constructor <;>
    simp only [loewdinPop, Matrix.mulVec, dotProduct, Fin.sum_univ_two, Matrix.mul_apply,
      Matrix.trace_fin_two, Matrix.det_fin_two] <;>
    ring

/-- The overlap matrix of the basis vectors `t (2, 1)` and `(1, 2)`. -/
theorem overlap_scaledBasis (t : ℝ) :
    overlap (scaledBasis t) = !![5 * t ^ 2, 4 * t; 4 * t, 5] := by
  ext i j
  fin_cases i <;> fin_cases j <;>
    simp [overlap, scaledBasis, Matrix.mul_apply, Fin.sum_univ_two] <;> ring

/-- The Löwdin populations of the orbital `(1, 0)` in the basis `t (2, 1)`, `(1, 2)`, as
functions of the scale `t > 0` of the first basis vector. -/
theorem loewdinPop_scaled {t : ℝ} (ht : 0 < t) {R : Matrix (Fin 2) (Fin 2) ℝ}
    {c : Fin 2 → ℝ} (hR : IsOverlapRoot (overlap (scaledBasis t)) R)
    (hc : scaledBasis t *ᵥ c = ![1, 0]) :
    loewdinPop R c 0 = 4 * (t + 1) ^ 2 / (5 * t ^ 2 + 6 * t + 5) ∧
      loewdinPop R c 1 = (1 - t) ^ 2 / (5 * t ^ 2 + 6 * t + 5) := by
  have hpos : 0 < 5 * t ^ 2 + 6 * t + 5 := by positivity
  -- the coefficients of the orbital
  have h0 : 2 * t * c 0 + c 1 = 1 := by
    simpa [scaledBasis, Matrix.mulVec, dotProduct, Fin.sum_univ_two] using congrFun hc 0
  have h1 : t * c 0 + 2 * c 1 = 0 := by
    simpa [scaledBasis, Matrix.mulVec, dotProduct, Fin.sum_univ_two] using congrFun hc 1
  have hc1 : c 1 = -1 / 3 := by linarith
  have hc0 : t * c 0 = 2 / 3 := by linarith
  -- the invariants of the overlap matrix
  rw [overlap_scaledBasis] at hR
  have hd : √(!![5 * t ^ 2, 4 * t; 4 * t, 5] : Matrix (Fin 2) (Fin 2) ℝ).det = 3 * t := by
    rw [Matrix.det_fin_two_of,
      show 5 * t ^ 2 * 5 - 4 * t * (4 * t) = (3 * t) * (3 * t) by ring]
    exact Real.sqrt_mul_self (by positivity)
  have m0 : (!![5 * t ^ 2, 4 * t; 4 * t, 5] *ᵥ c) 0 = 5 * t ^ 2 * c 0 + 4 * t * c 1 := by
    simp [Matrix.mulVec, dotProduct, Fin.sum_univ_two]
  have m1 : (!![5 * t ^ 2, 4 * t; 4 * t, 5] *ᵥ c) 1 = 4 * t * c 0 + 5 * c 1 := by
    simp [Matrix.mulVec, dotProduct, Fin.sum_univ_two]
  have e0 : 5 * t ^ 2 * c 0 + 4 * t * c 1 + 3 * t * c 0 = 2 * (t + 1) := by
    linear_combination (5 * t + 3) * hc0 + 4 * t * hc1
  have e1 : 4 * t * c 0 + 5 * c 1 + 3 * t * c 1 = 1 - t := by
    linear_combination 4 * hc0 + (5 + 3 * t) * hc1
  have k0 := loewdinPop_two hR c 0
  have k1 := loewdinPop_two hR c 1
  rw [hd, Matrix.trace_fin_two_of, m0, e0] at k0
  rw [hd, Matrix.trace_fin_two_of, m1, e1] at k1
  constructor
  · rw [eq_div_iff hpos.ne']
    linear_combination k0
  · rw [eq_div_iff hpos.ne']
    linear_combination k1

/-- For `t > 0`, the second basis function has zero Löwdin population in the orbital `(1, 0)`
exactly when the first basis vector `t (2, 1)` has scale `t = 1`. -/
theorem loewdinPop_eq_zero_iff {t : ℝ} (ht : 0 < t) {R : Matrix (Fin 2) (Fin 2) ℝ}
    {c : Fin 2 → ℝ} (hR : IsOverlapRoot (overlap (scaledBasis t)) R)
    (hc : scaledBasis t *ᵥ c = ![1, 0]) : loewdinPop R c 1 = 0 ↔ t = 1 := by
  have hpos : 0 < 5 * t ^ 2 + 6 * t + 5 := by positivity
  rw [(loewdinPop_scaled ht hR hc).2]
  constructor
  · intro h
    have h2 : (1 - t) ^ 2 = 0 := (div_eq_zero_iff.mp h).resolve_right hpos.ne'
    have h3 : 1 - t = 0 := pow_eq_zero_iff two_ne_zero |>.mp h2
    linarith
  · intro h
    rw [h]
    norm_num

/-- The orbital `(1, 0)` has Löwdin populations 1 and 0 in the basis `(2, 1)`, `(1, 2)`, but
36/37 and 1/37 in the basis `(4, 2)`, `(1, 2)`. -/
theorem loewdinPop_depends_on_normalisation {R R' : Matrix (Fin 2) (Fin 2) ℝ}
    {c c' : Fin 2 → ℝ}
    (hR : IsOverlapRoot (overlap !![2, 1; 1, 2]) R) (hc : !![2, 1; 1, 2] *ᵥ c = ![1, 0])
    (hR' : IsOverlapRoot (overlap !![4, 1; 2, 2]) R')
    (hc' : !![4, 1; 2, 2] *ᵥ c' = ![1, 0]) :
    (loewdinPop R c 0 = 1 ∧ loewdinPop R c 1 = 0) ∧
      (loewdinPop R' c' 0 = 36 / 37 ∧ loewdinPop R' c' 1 = 1 / 37) := by
  have b1 : (!![2, 1; 1, 2] : Matrix (Fin 2) (Fin 2) ℝ) = scaledBasis 1 := by
    norm_num [scaledBasis]
  have b2 : (!![4, 1; 2, 2] : Matrix (Fin 2) (Fin 2) ℝ) = scaledBasis 2 := by
    norm_num [scaledBasis]
  rw [b1] at hR hc
  rw [b2] at hR' hc'
  obtain ⟨p0, p1⟩ := loewdinPop_scaled one_pos hR hc
  obtain ⟨q0, q1⟩ := loewdinPop_scaled two_pos hR' hc'
  rw [p0, p1, q0, q1]
  norm_num

/-- For `t > 0`, an explicit positive semidefinite root of the overlap matrix of the basis
`t (2, 1)`, `(1, 2)`, and the coefficients of the orbital `(1, 0)` in that basis. -/
theorem scaledBasis_witness {t : ℝ} (ht : 0 < t) :
    IsOverlapRoot (overlap (scaledBasis t))
      ((√(5 * t ^ 2 + 6 * t + 5))⁻¹ • !![5 * t ^ 2 + 3 * t, 4 * t; 4 * t, 5 + 3 * t]) ∧
    scaledBasis t *ᵥ ![2 / (3 * t), -1 / 3] = ![1, 0] := by
  have hpos : 0 < 5 * t ^ 2 + 6 * t + 5 := by positivity
  refine ⟨⟨?_, ?_⟩, ?_⟩
  · refine Matrix.PosSemidef.smul ?_ (inv_nonneg.mpr (Real.sqrt_nonneg _))
    refine Matrix.PosSemidef.of_dotProduct_mulVec_nonneg ?_ (fun x => ?_)
    · ext i j
      fin_cases i <;> fin_cases j <;> simp
    · -- the quadratic form is a sum of squares
      have hq : star x ⬝ᵥ (!![5 * t ^ 2 + 3 * t, 4 * t; 4 * t, 5 + 3 * t] *ᵥ x) =
          3 * t * (x 0 ^ 2 + x 1 ^ 2) + (2 * t * x 0 + x 1) ^ 2 + (t * x 0 + 2 * x 1) ^ 2 := by
        simp [Matrix.mulVec, dotProduct, Fin.sum_univ_two]
        ring
      rw [hq]
      positivity
  · have hsq : !![5 * t ^ 2 + 3 * t, 4 * t; 4 * t, 5 + 3 * t] *
        !![5 * t ^ 2 + 3 * t, 4 * t; 4 * t, 5 + 3 * t] =
        (5 * t ^ 2 + 6 * t + 5) • !![5 * t ^ 2, 4 * t; 4 * t, 5] := by
      ext i j
      fin_cases i <;> fin_cases j <;>
        simp [Matrix.mul_apply, Fin.sum_univ_two] <;> ring
    rw [Matrix.smul_mul, Matrix.mul_smul, smul_smul, ← mul_inv, Real.mul_self_sqrt hpos.le,
      hsq, smul_smul, inv_mul_cancel₀ hpos.ne', one_smul, overlap_scaledBasis]
  · ext i
    fin_cases i <;>
      simp [scaledBasis, Matrix.mulVec, dotProduct, Fin.sum_univ_two] <;>
      field_simp <;> norm_num

end

end LoewdinNormalisation
```

```lean
#print axioms LoewdinNormalisation.mullikenPop_rescale
-- 'LoewdinNormalisation.mullikenPop_rescale' depends on axioms: [propext, Classical.choice, Quot.sound]
#print axioms LoewdinNormalisation.loewdinPop_eq_zero_iff
-- 'LoewdinNormalisation.loewdinPop_eq_zero_iff' depends on axioms: [propext, Classical.choice, Quot.sound]
#print axioms LoewdinNormalisation.loewdinPop_depends_on_normalisation
-- 'LoewdinNormalisation.loewdinPop_depends_on_normalisation' depends on axioms: [propext, Classical.choice, Quot.sound]
```

## From the algebra to the Lean proof

**Mulliken invariance.** In `mullikenPop_rescale`, the step `hc` uses injectivity to obtain $Dc'=c$. The step `e` is the equation $(DSD)c'=DSc$, proved by expanding the transpose of the product and regrouping. Component `p` of `hc` says $d_pc'_p=c_p$, and `ring` then matches the two populations. There is no division by a factor $d_p$, which is why zero factors cause no difficulty.

**The two-function identity.** `loewdinPop_two` replaces `S` by `R * R` from the start. The step `hd` identifies $\sqrt{\det(R^2)}$ with $\det R$, using that a positive semidefinite matrix has a non-negative determinant. What is left is a polynomial identity in the entries of `R` and `c`. The proof splits it into the cases $p=0$ and $p=1$, writes out the products, traces and determinants, and closes both with `ring`. This one calculation contains the Cayley–Hamilton step and the formula for $(\operatorname{tr}R)^2$. Positivity enters only through the sign of the determinant, and $\tilde R$ above, with determinant $-3$, fails at that point.

**The closed form.** `overlap_scaledBasis` computes $S$ entry by entry. In `loewdinPop_scaled`, the steps `h0` and `h1` are the two linear equations for the coefficients, and `hc1` and `hc0` are their solution, with the latter kept as $tc_0=2/3$. The step `hd` evaluates $\sqrt{\det S}=3t$, where $t>0$ fixes the sign. The steps `e0` and `e1` are the values $2(t+1)$ and $1-t$. Inserting them into the two-function identity gives `k0` and `k1`, and the positive denominator `hpos` allows the final division.

**The zero and the numbers.** `loewdinPop_eq_zero_iff` reads the condition off the numerator $(1-t)^2$. `loewdinPop_depends_on_normalisation` recognises its two explicit bases as `scaledBasis 1` and `scaledBasis 2` and evaluates the closed form.

**An explicit root.** The theorems about Löwdin populations take `R` and `c` as given. `scaledBasis_witness` supplies both for every $t>0$:

$$R=\frac{S+3t\,1}{\sqrt{5t^2+6t+5}},\qquad c=\Bigl(\frac{2}{3t},-\frac13\Bigr).$$

For positivity, the step `hq` writes the quadratic form of the numerator as $3t|x|^2+|Bx|^2$, a sum of non-negative terms. For the square, `hsq` checks that $(S+3t\,1)^2=(5t^2+6t+5)S$, and the prefactor removes the scalar. The last part verifies that the coefficients give $(1,0)$.

## Two normalised functions with overlap $s$

The two-function identity also compares the two analyses for normalised basis functions. Let their overlap be $s$ with $|s|<1$, and put $\sigma=\sqrt{1-s^2}$. Then $\operatorname{tr}S=2$ and $\sqrt{\det S}=\sigma$, so

$$q_0=\frac{\bigl((1+\sigma)c_0+s\,c_1\bigr)^2}{2(1+\sigma)}
=\frac{1+\sigma}{2}\,c_0^2+s\,c_0c_1+\frac{1-\sigma}{2}\,c_1^2,$$

where the last term uses $s^2=(1-\sigma)(1+\sigma)$. The Mulliken population of the same function is $c_0^2+s\,c_0c_1$. The Löwdin value exceeds it by $\tfrac{1-\sigma}{2}(c_1^2-c_0^2)$, so the two analyses agree when the functions are orthogonal or when $|c_0|=|c_1|$, as in the bonding and antibonding orbitals of a symmetric pair.
